# The curl of a planar symmetric-gauge vector potential with a position-independent shift

In the plane, the symmetric-gauge vector potential (c/2)(−Y, X) describes a uniform perpendicular magnetic field of strength c. The theorem `curl_symmetric_gauge` takes a complex-valued `F` whose component along each vector `a`, at every position `R`, is the real number `vecPot c R a + l a`, and states that its planar curl is c at every point. The term `l a` may depend on `a` in any way, but not on position. The attempt writes each of the two partial derivatives in the curl as the derivative of an explicit function of a real parameter `t`, then subtracts them.

This version doesn't compile in Lean 4 with Mathlib:

```lean
import Mathlib

open MeasureTheory Complex ComplexConjugate

namespace CurlSymmetricGauge

noncomputable section

/-- Positions of `N` electrons in the plane: `r (k, 0)` and `r (k, 1)` are the Cartesian
coordinates of electron `k`. -/
abbrev Config (N : ℕ) := Fin N × Fin 2 → ℝ

/-- The component along `a` of the external vector potential `(B/2)(-Y, X)`. -/
def vecPot (B : ℝ) (R a : Fin 2 → ℝ) : ℝ := B / 2 * (R 0 * a 1 - R 1 * a 0)

/-- The planar curl `∂_X F_Y - ∂_Y F_X` of a differentiable vector potential. -/
def curl (F : (Fin 2 → ℝ) → (Fin 2 → ℝ) → ℂ) (R : Fin 2 → ℝ) : ℂ :=
  lineDeriv ℝ (fun R' => F R' ![0, 1]) R ![1, 0] -
    lineDeriv ℝ (fun R' => F R' ![1, 0]) R ![0, 1]

/-- A symmetric-gauge potential of strength `c` plus a position-independent term has the
uniform curl `c`. -/
theorem curl_symmetric_gauge {F : (Fin 2 → ℝ) → (Fin 2 → ℝ) → ℂ} (c : ℝ)
    (l : (Fin 2 → ℝ) → ℝ) (hF : ∀ R a, F R a = ((vecPot c R a + l a : ℝ) : ℂ))
    (R : Fin 2 → ℝ) : curl F R = c := by
  have h1 : HasDerivAt (fun t : ℝ => ((c / 2 * (R 0 + t) + l ![0, 1] : ℝ) : ℂ))
      ((c / 2 : ℝ) : ℂ) 0 :=
    ((((hasDerivAt_id' (0 : ℝ)).const_add (R 0)).const_mul (c / 2)).add_const
      _).ofReal_comp.congr_deriv (by simp)
  have h2 : HasDerivAt (fun t : ℝ => ((-(c / 2) * (R 1 + t) + l ![1, 0] : ℝ) : ℂ))
      ((-(c / 2) : ℝ) : ℂ) 0 :=
    ((((hasDerivAt_id' (0 : ℝ)).const_add (R 1)).const_mul (-(c / 2))).add_const
      _).ofReal_comp.congr_deriv (by simp)
  have e1 : (fun t : ℝ => F (R + t • ![1, 0]) ![0, 1]) =
      fun t : ℝ => ((c / 2 * (R 0 + t) + l ![0, 1] : ℝ) : ℂ) := by
    funext t
    rw [hF]
    congr 1
    simp [vecPot]
  have e2 : (fun t : ℝ => F (R + t • ![0, 1]) ![1, 0]) =
      fun t : ℝ => ((-(c / 2) * (R 1 + t) + l ![1, 0] : ℝ) : ℂ) := by
    funext t
    rw [hF]
    congr 1
    simp [vecPot]
  change deriv (fun t : ℝ => F (R + t • ![1, 0]) ![0, 1]) 0 -
    deriv (fun t : ℝ => F (R + t • ![0, 1]) ![1, 0]) 0 = c
  rw [e1, e2, h1.deriv, h2.deriv]
  push_cast
  ring

end

end CurlSymmetricGauge
```

The error:

```
Main.lean:41:67: error: unsolved goals
F : (Fin 2 → ℝ) → (Fin 2 → ℝ) → ℂ
c : ℝ
l : (Fin 2 → ℝ) → ℝ
hF : ∀ (R a : Fin 2 → ℝ), F R a = ↑(vecPot c R a + l a)
R : Fin 2 → ℝ
h1 : HasDerivAt (fun t => ↑(c / 2 * (R 0 + t) + l ![0, 1])) (↑(c / 2)) 0
h2 : HasDerivAt (fun t => ↑(-(c / 2) * (R 1 + t) + l ![1, 0])) (↑(-(c / 2))) 0
e1 : (fun t => F (R + t • ![1, 0]) ![0, 1]) = fun t => ↑(c / 2 * (R 0 + t) + l ![0, 1])
t : ℝ
⊢ c / 2 * (-t + -R 1) = -(c / 2 * (R 1 + t))
```

Diagnosis. The error is in `e2`, which rewrites the X-component along the Y-direction as a function of `t`. After `simp [vecPot]` the goal left is `c / 2 * (-t + -R 1) = -(c / 2 * (R 1 + t))`. This is true, but `simp` has distributed the minus sign over the sum on the left and moved it outside the product on the right, and it does not bring the two forms together. `e1` has no such sign and goes through.

The repair proves a single statement `h`, for any direction `a` and component `b`: the line derivative is `vecPot c a b`. Inside it, `simp only` just unfolds the definitions and the pointwise operations, and `ring` proves the remaining identity, signs included. The curl then follows by using `h` twice and evaluating `vecPot` on the unit vectors.

Calling `ring` after `simp [vecPot]` in `e2` would have been enough to close the reported goal; merging the two derivative calculations into `h` is tidying.

Lean accepts the file once it reads:

```diff
@@ -24,29 +24,22 @@
     (l : (Fin 2 → ℝ) → ℝ) (hF : ∀ R a, F R a = ((vecPot c R a + l a : ℝ) : ℂ))
     (R : Fin 2 → ℝ) : curl F R = c := by
-  have h1 : HasDerivAt (fun t : ℝ => ((c / 2 * (R 0 + t) + l ![0, 1] : ℝ) : ℂ))
-      ((c / 2 : ℝ) : ℂ) 0 :=
-    ((((hasDerivAt_id' (0 : ℝ)).const_add (R 0)).const_mul (c / 2)).add_const
-      _).ofReal_comp.congr_deriv (by simp)
-  have h2 : HasDerivAt (fun t : ℝ => ((-(c / 2) * (R 1 + t) + l ![1, 0] : ℝ) : ℂ))
-      ((-(c / 2) : ℝ) : ℂ) 0 :=
-    ((((hasDerivAt_id' (0 : ℝ)).const_add (R 1)).const_mul (-(c / 2))).add_const
-      _).ofReal_comp.congr_deriv (by simp)
-  have e1 : (fun t : ℝ => F (R + t • ![1, 0]) ![0, 1]) =
-      fun t : ℝ => ((c / 2 * (R 0 + t) + l ![0, 1] : ℝ) : ℂ) := by
-    funext t
-    rw [hF]
-    congr 1
-    simp [vecPot]
-  have e2 : (fun t : ℝ => F (R + t • ![0, 1]) ![1, 0]) =
-      fun t : ℝ => ((-(c / 2) * (R 1 + t) + l ![1, 0] : ℝ) : ℂ) := by
-    funext t
-    rw [hF]
-    congr 1
-    simp [vecPot]
-  change deriv (fun t : ℝ => F (R + t • ![1, 0]) ![0, 1]) 0 -
-    deriv (fun t : ℝ => F (R + t • ![0, 1]) ![1, 0]) 0 = c
-  rw [e1, e2, h1.deriv, h2.deriv]
-  push_cast
-  ring
+  have h : ∀ a b, lineDeriv ℝ (fun R' => F R' b) R a = (vecPot c a b : ℂ) := by
+    intro a b
+    have e : (fun t : ℝ => F (R + t • a) b) =
+        fun t : ℝ => ((t * vecPot c a b + (vecPot c R b + l b) : ℝ) : ℂ) := by
+      funext t
+      rw [hF]
+      congr 1
+      simp only [vecPot, Pi.add_apply, Pi.smul_apply, smul_eq_mul]
+      ring
+    have d := (((hasDerivAt_id' (0 : ℝ)).mul_const (vecPot c a b)).add_const
+      (vecPot c R b + l b)).ofReal_comp.deriv
+    rw [one_mul] at d
+    change deriv (fun t : ℝ => F (R + t • a) b) 0 = _
+    rw [e]
+    exact d
+  rw [curl, h, h, ← Complex.ofReal_sub]
+  congr 1
+  simp [vecPot]
 
 end
```
